# Band folding on a finite ring: the supercell characteristic polynomial factorises over primitive momenta

To say which primitive-cell bands reappear when a periodic chain is described by a larger cell, we first choose how to label momenta, and here they are integers on a finite ring. The ring has $N=ML$ primitive cells, grouped into $L$ supercells of $M$ cells each, with $M,L\ge 1$. If $d$ is the primitive lattice constant, the integer $k$ stands for the wavevector $2\pi k/(Nd)$. A supercell reciprocal lattice vector, $2\pi/(Md)$, is then a shift of $k$ by $L$.

## Folded momenta and the factorisation

Let $h(R)$, $R\in\mathbb Z/N$, be complex matrices on the orbitals of one cell, with $h(R)$ the hopping amplitude from a cell to the cell $R$ steps further on. The primitive Bloch matrix and the blocks of the supercell matrix are

$$H(k)=\sum_R e^{-2\pi i kR/N}h(R),\qquad S_{ab}(K)=\sum_{J=0}^{L-1}e^{-2\pi i KJ/L}\,h(a-b+MJ),$$

with $0\le a,b<M$. The claim is

$$\det(X-S(K))=\prod_{q=0}^{M-1}\det\bigl(X-H(k_q)\bigr),\qquad k_q=K+Lq .$$

**Each displacement occurs once.** Fix $a$. If $a-b+MJ\equiv a-b'+MJ'$ modulo $ML$, then $b'+MJ\equiv b+MJ'$. Both sides lie between $0$ and $ML-1$, so they are equal as integers. Reducing modulo $M$ gives $b=b'$, and then $J=J'$. There are $ML$ pairs $(b,J)$, so $a-b+MJ$ runs through $\mathbb Z/N$ exactly once.

**Bloch waves stay Bloch waves.** Let $k=K+Ls$ with $s$ an integer. Since $kMJ/N=KJ/L+sJ$, we have $e^{-2\pi iKJ/L}=e^{-2\pi ikMJ/N}$. Hence

$$\sum_b S_{ab}(K)\,e^{2\pi i kb/N}=e^{2\pi i ka/N}\sum_{b,J}e^{-2\pi i k(a-b+MJ)/N}h(a-b+MJ)=e^{2\pi i ka/N}H(k).$$

**The $M$ waves are independent.** For $0\le q,r<M$, put $\omega=e^{-2\pi i(q-r)/M}$. Then

$$\sum_{a=0}^{M-1}e^{-2\pi i(k_q-k_r)a/N}=\sum_{a=0}^{M-1}\omega^a=M\delta_{qr}.$$

For $q\ne r$ we have $\omega\neq1$, because $0<|q-r|<M$, while $\omega^M=1$; so $(1-\omega)\sum_a\omega^a=1-\omega^M=0$ forces the sum to vanish.

**Change of basis.** Let $U$ have entries $\delta_{ij}e^{2\pi i k_qa/N}$, where $i,j$ label orbitals, and let $V=U^\dagger/M$. Then $VU=1$, and $SU=UD$ with $D$ block diagonal with blocks $H(k_q)$. So $S=UDV$ has the characteristic polynomial of $D$, which is the stated product. The columns of $U$ have norm $\sqrt M$; the normalised waves carry a factor $M^{-1/2}$.

**The whole congruence class.** Any $k\equiv K$ modulo $L$ is $K+Ls$ with $s=q+Mt$, $0\le q<M$, so $k=k_q+Nt$. Since $H$ has period $N$, $H(k)=H(k_q)$. A number $E$ is therefore a root for the supercell exactly when it is a root for some $H(k)$ with $k\equiv K$ modulo $L$.

For non-interacting electrons on such a ring, this accounts for the extra bands in a supercell band structure, with multiplicities. It applies to a computed Hamiltonian once that has been identified with a matrix built from a single set of $h(R)$ in an orthonormal basis. Such a matrix has the primitive period, which undistorted atomic positions alone do not guarantee: antiferromagnetic order, for example, can double the period.

## Phases, hoppings and the two Bloch matrices in Lean

The orbital index type is `n`, and `M`, `L` are natural numbers.

```lean
import Mathlib

open Matrix

namespace SupercellBandFolding

noncomputable section

variable {n : Type*} {M L : ℕ}
```

The name `phase` denotes the complex exponential itself, not an angle. Its minus sign means that the wave $e^{2\pi ikb/N}$ appears below as `phase` of the negated product $-kb$.

```lean
/-- The lattice phase `exp(-2πi x/N)` for an integer `x` and a ring of `N ≥ 1` cells. -/
def phase (N : ℕ) (x : ℤ) : ℂ :=
  Complex.exp (-((x : ℂ) / (N : ℂ)) * (2 * Real.pi * Complex.I))
```

Hoppings are a function on `ZMod N`, which builds in the periodic boundary condition. The representative `R.val` lies between $0$ and $N-1$. Texts that define $h(R)$ as the amplitude in the opposite direction have the opposite sign in the exponent.

```lean
/-- The primitive-cell Bloch Hamiltonian `H(k) = ∑_R exp(-2πi kR/N) h(R)`. -/
def bloch {N : ℕ} [NeZero N] (h : ZMod N → Matrix n n ℂ) (k : ℤ) : Matrix n n ℂ :=
  ∑ R : ZMod N, phase N (k * (R.val : ℤ)) • h R

/-- The displacement `a - b + MJ`, modulo `ML`, from cell `b` of one supercell to cell `a` of the
supercell `J` places further on (the same one if `J = 0`); the pair `p` is `(b, J)`. -/
def displacement (a : Fin M) (p : Fin M × Fin L) : ZMod (M * L) :=
  ((a : ℕ) : ZMod (M * L)) - ((p.1 : ℕ) : ZMod (M * L))
    + (M : ZMod (M * L)) * ((p.2 : ℕ) : ZMod (M * L))
```

The supercell matrix has rows and columns labelled by (orbital, cell). Its phases count supercell translations only, not positions inside a supercell. No Hermiticity is assumed, so the roots may be complex.

```lean
/-- The Bloch matrix of a supercell of `M` cells at supercell momentum `K`, with blocks
`∑_J exp(-2πi KJ/L) h(a - b + MJ)`; an index is a pair (orbital, cell). -/
def supercell (h : ZMod (M * L) → Matrix n n ℂ) (K : ℤ) :
    Matrix (n × Fin M) (n × Fin M) ℂ :=
  Matrix.of fun x y => ∑ J : Fin L,
    phase L (K * (J : ℕ)) * h (displacement x.2 (y.2, J)) x.1 y.1
```

## Phase rules and decoupled blocks

The next three lemmas supply the arithmetic of exponentials: products, the condition for a phase to equal one, and the identity $e^{-2\pi i Mx/(ML)}=e^{-2\pi i x/L}$.

```lean
/-- Phases of successive translations multiply. -/
theorem phase_add (N : ℕ) (x y : ℤ) : phase N (x + y) = phase N x * phase N y := by
  simp only [phase]
  rw [← Complex.exp_add]
  congr 1
  push_cast
  ring

/-- On a ring of `N ≥ 1` cells the phase is one exactly at the multiples of `N`. -/
theorem phase_eq_one_iff (N : ℕ) [NeZero N] (x : ℤ) : phase N x = 1 ↔ (N : ℤ) ∣ x := by
  have hN : (N : ℂ) ≠ 0 := Nat.cast_ne_zero.2 (NeZero.ne N)
  rw [phase, Complex.exp_eq_one_iff]
  constructor
  · rintro ⟨t, ht⟩
    have h1 := mul_right_cancel₀ Complex.two_pi_I_ne_zero ht
    have h2 : (x : ℂ) = N * (-t) := by
      rw [← h1, neg_neg, mul_div_assoc', mul_div_cancel_left₀ _ hN]
    exact ⟨-t, by exact_mod_cast h2⟩
  · rintro ⟨t, rfl⟩
    refine ⟨-t, ?_⟩
    push_cast
    rw [mul_div_cancel_left₀ _ hN]

/-- A translation by `x` supercells of `M ≥ 1` cells has the same phase on the fine lattice
as a translation by `x` on the lattice of supercells. -/
theorem phase_scale (M L : ℕ) [NeZero M] (x : ℤ) :
    phase (M * L) (M * x) = phase L x := by
  have hM : (M : ℂ) ≠ 0 := Nat.cast_ne_zero.2 (NeZero.ne M)
  simp only [phase]
  push_cast
  rw [mul_div_mul_left _ _ hM]
```

For decoupled blocks, $X-D$ is itself block diagonal, and its determinant is the product of the block determinants.

```lean
/-- The characteristic polynomial of decoupled blocks is the product of those of the blocks. -/
theorem decoupled_charpoly [Fintype n] [DecidableEq n] (D : Fin M → Matrix n n ℂ) :
    (blockDiagonal D).charpoly = ∏ q, (D q).charpoly := by
  have hD : charmatrix (blockDiagonal D) = blockDiagonal fun q => charmatrix (D q) := by
    refine Matrix.ext ?_
    rintro ⟨i, q⟩ ⟨j, r⟩
    by_cases hq : q = r <;> by_cases hi : i = j <;>
      simp [blockDiagonal_apply, hq, hi]
  rw [Matrix.charpoly, hD, det_blockDiagonal]
  rfl
```

## Displacements and periodicity

From here `NeZero` expresses $M,L\ge1$. The proof is the counting argument above: `bound` places both integers below $ML$, injectivity follows by reduction modulo $M$, and equal cardinalities give bijectivity.

```lean
variable [NeZero M] [NeZero L]

/-- Seen from a fixed cell `a`, the displacements `a - b + MJ` meet every lattice vector
exactly once. -/
theorem displacement_bijective (a : Fin M) :
    Function.Bijective (displacement (L := L) a) := by
  have bound : ∀ (c : Fin M) (J : Fin L), (c : ℕ) + M * (J : ℕ) < M * L := by
    intro c J
    have h1 : M * ((J : ℕ) + 1) ≤ M * L := Nat.mul_le_mul_left M J.isLt
    have h2 := c.isLt
    linarith
  refine (Fintype.bijective_iff_injective_and_card _).2 ⟨?_, ?_⟩
  · rintro ⟨b, J⟩ ⟨c, J'⟩ hp
    simp only [displacement] at hp
    have hz : (((c : ℕ) + M * (J : ℕ) : ℕ) : ZMod (M * L))
        = (((b : ℕ) + M * (J' : ℕ) : ℕ) : ZMod (M * L)) := by
      push_cast
      linear_combination hp
    rw [ZMod.natCast_eq_natCast_iff', Nat.mod_eq_of_lt (bound c J),
      Nat.mod_eq_of_lt (bound b J')] at hz
    have hb : (c : ℕ) = b := by
      have h1 := congrArg (fun z => z % M) hz
      simp only [Nat.add_mul_mod_self_left] at h1
      rwa [Nat.mod_eq_of_lt c.isLt, Nat.mod_eq_of_lt b.isLt] at h1
    have hJ : (J : ℕ) = J' := Nat.eq_of_mul_eq_mul_left (NeZero.pos M) (by linarith)
    exact Prod.ext (Fin.ext hb.symm) (Fin.ext hJ)
  · rw [Fintype.card_prod, Fintype.card_fin, Fintype.card_fin, ZMod.card]
```

Shifting $k$ by $Nt$ multiplies each term of $H(k)$ by a phase equal to one.

```lean
/-- The Bloch Hamiltonian on a ring of `N ≥ 1` cells is periodic in `k` with period `N`. -/
theorem bloch_periodic {N : ℕ} [NeZero N] (h : ZMod N → Matrix n n ℂ) (k t : ℤ) :
    bloch h (k + N * t) = bloch h k := by
  refine Finset.sum_congr rfl fun R _ => ?_
  rw [show (k + N * t) * (R.val : ℤ) = k * R.val + N * (t * R.val) by ring, phase_add,
    (phase_eq_one_iff N _).2 (dvd_mul_right _ _), mul_one]
```

## Action on a Bloch wave

This is the wave identity, written for orbital entries `i`, `j`. The bijection turns the sum over $R$ into one over $(b,J)$. The integer `t` records the multiple of $ML$ by which `val` differs from $a-b+MJ$, and `hp` is the equality of phases term by term.

```lean
/-- The supercell matrix at `K` maps a Bloch wave of momentum `K + Ls` to the same wave, with
`H(K + Ls)` acting on the orbitals. -/
theorem supercell_bloch_wave (h : ZMod (M * L) → Matrix n n ℂ) (K s : ℤ) (i j : n)
    (a : Fin M) :
    ∑ b : Fin M, supercell h K (i, a) (j, b) * phase (M * L) (-((K + L * s) * (b : ℕ)))
      = phase (M * L) (-((K + L * s) * (a : ℕ))) * bloch h (K + L * s) i j := by
  have hR : bloch h (K + L * s) i j
      = ∑ R : ZMod (M * L), phase (M * L) ((K + L * s) * (R.val : ℤ)) * h R i j := by
    simp only [bloch, Matrix.sum_apply, Matrix.smul_apply, smul_eq_mul]
  -- sum over lattice vectors = sum over cells b and supercells J
  rw [hR, ← (displacement_bijective (L := L) a).sum_comp, Fintype.sum_prod_type,
    Finset.mul_sum]
  refine Finset.sum_congr rfl fun b _ => ?_
  simp only [supercell, Matrix.of_apply]
  rw [Finset.sum_mul, Finset.mul_sum]
  refine Finset.sum_congr rfl fun J _ => ?_
  obtain ⟨t, ht⟩ : ∃ t : ℤ, ((displacement a (b, J)).val : ℤ)
      = (a : ℕ) - (b : ℕ) + M * (J : ℕ) + ((M * L : ℕ) : ℤ) * t := by
    have hz : ((((a : ℕ) : ℤ) - (b : ℕ) + M * (J : ℕ) : ℤ) : ZMod (M * L))
        = (((displacement a (b, J)).val : ℤ) : ZMod (M * L)) := by
      rw [Int.cast_natCast, ZMod.natCast_zmod_val]
      simp [displacement]
    obtain ⟨t, ht⟩ := (ZMod.intCast_eq_intCast_iff_dvd_sub _ _ _).1 hz
    exact ⟨t, by linear_combination ht⟩
  -- the phases agree because K + Ls and K differ by a multiple of L
  have hp : phase (M * L) (-((K + L * s) * (a : ℕ)))
        * phase (M * L) ((K + L * s) * ((displacement a (b, J)).val : ℤ))
      = phase L (K * (J : ℕ)) * phase (M * L) (-((K + L * s) * (b : ℕ))) := by
    rw [← phase_scale M L (K * (J : ℕ)), ← phase_add, ← phase_add, ht]
    calc _ = phase (M * L) ((M * (K * (J : ℕ)) + -((K + L * s) * (b : ℕ)))
            + ((M * L : ℕ) : ℤ) * (s * (J : ℕ) + (K + L * s) * t)) := by
          congr 1
          push_cast
          ring
      _ = _ := by
          rw [phase_add (M * L) (M * (K * (J : ℕ)) + -((K + L * s) * (b : ℕ))),
            (phase_eq_one_iff (M * L) _).2 (dvd_mul_right _ _), mul_one]
  linear_combination (-(h (displacement a (b, J)) i j)) * hp
```

The orthogonality lemma reduces the sum to powers of $\omega$. For $q\ne r$, the bounds on `t` rule out $\omega=1$, and `hg` is the geometric sum formula.

```lean
/-- Bloch waves of the momenta `K + Lq`, `q < M`, are orthogonal on the `M` cells of one
supercell, with squared norm `M`. -/
theorem bloch_wave_orthogonality (K : ℤ) (q r : Fin M) :
    ∑ a : Fin M, phase (M * L) ((K + L * (q : ℕ)) * (a : ℕ))
        * phase (M * L) (-((K + L * (r : ℕ)) * (a : ℕ)))
      = if q = r then (M : ℂ) else 0 := by
  have hpow : ∀ (x : ℤ) (a : ℕ), phase M x ^ a = phase M (x * a) := by
    intro x a
    simp only [phase]
    rw [← Complex.exp_nat_mul]
    congr 1
    push_cast
    ring
  have hs : ∀ a : Fin M, phase (M * L) ((K + L * (q : ℕ)) * (a : ℕ))
      * phase (M * L) (-((K + L * (r : ℕ)) * (a : ℕ)))
      = phase M ((q : ℕ) - (r : ℕ)) ^ (a : ℕ) := by
    intro a
    rw [← phase_add, hpow, ← phase_scale L M, Nat.mul_comm L M]
    congr 1
    ring
  rw [Finset.sum_congr rfl fun a _ => hs a,
    Fin.sum_univ_eq_sum_range (fun a => phase M ((q : ℕ) - (r : ℕ)) ^ a) M]
  split_ifs with hqr
  · subst hqr
    simp [phase]
  · -- a geometric sum over a nontrivial root of unity
    have hne : phase M ((q : ℕ) - (r : ℕ)) ≠ 1 := by
      intro h1
      obtain ⟨t, ht⟩ := (phase_eq_one_iff M _).1 h1
      have hq : ((q : ℕ) : ℤ) < M := by exact_mod_cast q.isLt
      have hr : ((r : ℕ) : ℤ) < M := by exact_mod_cast r.isLt
      have t1 : t < 1 := by
        by_contra hc
        have hc' : 1 ≤ t := not_lt.1 hc
        nlinarith
      have t2 : -1 < t := by
        by_contra hc
        have hc' : t ≤ -1 := not_lt.1 hc
        nlinarith
      have t0 : t = 0 := by omega
      rw [t0, mul_zero] at ht
      exact hqr (Fin.ext (by omega))
    have hg := mul_neg_geom_sum (phase M ((q : ℕ) - (r : ℕ))) M
    rw [hpow, (phase_eq_one_iff M _).2 (dvd_mul_left _ _), sub_self] at hg
    exact (mul_eq_zero.1 hg).resolve_left (sub_ne_zero.2 (Ne.symm hne))
```

## The product formula and its roots

`charpoly` is $\det(X-A)$. The proof constructs `U` and `V`, obtains `hVU` from orthogonality and `hSU` from the wave identity, and then uses the fact that $U(DV)$ and $(DV)U$ have the same characteristic polynomial.

```lean
variable [Fintype n] [DecidableEq n]

/-- **Band folding.** The characteristic polynomial of the supercell Bloch matrix at `K` is the
product of those of the primitive `H(k)` over the `M` momenta `k = K + Lq`, `q < M`. -/
theorem supercell_charpoly (h : ZMod (M * L) → Matrix n n ℂ) (K : ℤ) :
    (supercell h K).charpoly = ∏ q : Fin M, (bloch h (K + L * (q : ℕ))).charpoly := by
  have hM : (M : ℂ) ≠ 0 := Nat.cast_ne_zero.2 (NeZero.ne M)
  -- U has the folded Bloch waves as columns, V is its inverse
  obtain ⟨U, hU⟩ : ∃ U : Matrix (n × Fin M) (n × Fin M) ℂ, ∀ i a j q, U (i, a) (j, q)
      = if i = j then phase (M * L) (-((K + L * (q : ℕ)) * (a : ℕ))) else 0 :=
    ⟨Matrix.of fun x y => if x.1 = y.1 then
      phase (M * L) (-((K + L * (y.2 : ℕ)) * (x.2 : ℕ))) else 0, fun _ _ _ _ => rfl⟩
  obtain ⟨V, hV⟩ : ∃ V : Matrix (n × Fin M) (n × Fin M) ℂ, ∀ i q j a, V (i, q) (j, a)
      = if i = j then (M : ℂ)⁻¹ * phase (M * L) ((K + L * (q : ℕ)) * (a : ℕ)) else 0 :=
    ⟨Matrix.of fun x y => if x.1 = y.1 then
      (M : ℂ)⁻¹ * phase (M * L) ((K + L * (x.2 : ℕ)) * (y.2 : ℕ)) else 0,
      fun _ _ _ _ => rfl⟩
  have hVU : V * U = 1 := by
    refine Matrix.ext ?_
    rintro ⟨i, q⟩ ⟨j, r⟩
    rw [Matrix.mul_apply, Fintype.sum_prod_type_right]
    simp only [hU, hV, ite_mul, zero_mul, Finset.sum_ite_eq, Finset.mem_univ, if_true]
    by_cases hij : i = j
    · subst hij
      simp only [if_true, mul_assoc]
      rw [← Finset.mul_sum, bloch_wave_orthogonality]
      by_cases hqr : q = r <;> simp [Matrix.one_apply, hqr, hM]
    · simp [hij]
  have hUV : U * V = 1 := mul_eq_one_comm.1 hVU
  have hSU : supercell h K * U
      = U * blockDiagonal fun q : Fin M => bloch h (K + L * (q : ℕ)) := by
    refine Matrix.ext ?_
    rintro ⟨i, a⟩ ⟨j, q⟩
    rw [Matrix.mul_apply, Matrix.mul_apply, Fintype.sum_prod_type_right,
      Fintype.sum_prod_type_right]
    simp only [hU, blockDiagonal_apply, ite_mul, zero_mul, Finset.sum_ite_eq,
      Finset.mem_univ, if_true]
    simp only [mul_ite, mul_zero, Finset.sum_ite_eq', Finset.mem_univ, if_true]
    exact supercell_bloch_wave h K (q : ℕ) i j a
  rw [← decoupled_charpoly]
  generalize (blockDiagonal fun q : Fin M => bloch h (K + L * (q : ℕ))) = D at hSU ⊢
  calc (supercell h K).charpoly = (U * (D * V)).charpoly := by
        rw [← mul_assoc, ← hSU, mul_assoc, hUV, mul_one]
    _ = (D * V * U).charpoly := Matrix.charpoly_mul_comm _ _
    _ = D.charpoly := by rw [mul_assoc, hVU, mul_one]
```

A product vanishes at $E$ exactly when one factor does. This gives a momentum $k_q$ in one direction; in the other, division of `s` by $M$ with remainder brings an arbitrary $k\equiv K$ back to some $k_q$.

```lean
/-- `E` is a root of the supercell characteristic polynomial at `K` exactly when it is a root
of that of `H(k)` for some primitive momentum `k` congruent to `K` modulo `L`. -/
theorem supercell_root_iff (h : ZMod (M * L) → Matrix n n ℂ) (K : ℤ) (E : ℂ) :
    (supercell h K).charpoly.IsRoot E
      ↔ ∃ k : ℤ, k ≡ K [ZMOD L] ∧ (bloch h k).charpoly.IsRoot E := by
  rw [supercell_charpoly, Polynomial.IsRoot.def, Polynomial.eval_prod,
    Finset.prod_eq_zero_iff]
  constructor
  · rintro ⟨q, _, hq⟩
    exact ⟨K + L * (q : ℕ), by simp [Int.ModEq], hq⟩
  · rintro ⟨k, hk, hE⟩
    -- bring k back to one of the M representatives
    obtain ⟨s, hs⟩ := hk.symm.dvd
    have hM : (0 : ℤ) < M := by exact_mod_cast NeZero.pos M
    obtain ⟨q, hq⟩ := Int.eq_ofNat_of_zero_le (Int.emod_nonneg s hM.ne')
    have hlt : q < M := by
      have h1 := Int.emod_lt_of_pos s hM
      rw [hq] at h1
      exact_mod_cast h1
    rw [Int.emod_def] at hq
    have hkq : k = (K + L * (q : ℤ)) + ((M * L : ℕ) : ℤ) * (s / M) := by
      push_cast
      linear_combination hs + (L : ℤ) * hq
    rw [hkq, bloch_periodic] at hE
    exact ⟨⟨q, hlt⟩, Finset.mem_univ _, hE⟩

end

end SupercellBandFolding
```

```lean
#print axioms SupercellBandFolding.supercell_charpoly
#print axioms SupercellBandFolding.supercell_root_iff
```

```
'SupercellBandFolding.supercell_charpoly' depends on axioms: [propext, Classical.choice, Quot.sound]
'SupercellBandFolding.supercell_root_iff' depends on axioms: [propext, Classical.choice, Quot.sound]
```
